# Stiffness and overlap matrices of the three quadratic Lagrange shape functions on the unit interval

The theorem `element_matrices` gives two real 3×3 matrices for the quadratic Lagrange shape functions on [0, 1], whose nodes are the two ends and the midpoint. The stiffness matrix `elemK` holds the integrals of products of first derivatives, and the mass matrix `elemM` holds the overlaps of the functions themselves. The functions are not normalised: their self-overlaps are 4/30 for each end function and 16/30 for the midpoint function. The proof writes each function and its derivative as a polynomial with coefficients from the table `coef`, applies a general formula for the integral of a product of two quadratics, and checks the nine entries of each matrix by arithmetic.

Lean 4 with Mathlib refuses this proof:

```lean
import Mathlib

open Matrix

namespace ElementMatrices

noncomputable section

/-- The three quadratic Lagrange shape functions on the unit element, belonging to the
left end, the midpoint and the right end. -/
def shape (i : Fin 3) (x : ℝ) : ℝ :=
  ![(1 - x) * (1 - 2 * x), 4 * x * (1 - x), x * (2 * x - 1)] i

/-- Monomial coefficients of the shape functions, one row for each node. -/
def coef : Matrix (Fin 3) (Fin 3) ℝ := !![1, -3, 2; 0, 4, -4; 0, -1, 2]

/-- Element stiffness matrix: integrals of products of shape-function derivatives. -/
def elemK : Matrix (Fin 3) (Fin 3) ℝ :=
  Matrix.of fun i j => ∫ x in (0 : ℝ)..1, deriv (shape i) x * deriv (shape j) x

/-- Element mass matrix: overlap integrals of the shape functions. -/
def elemM : Matrix (Fin 3) (Fin 3) ℝ :=
  Matrix.of fun i j => ∫ x in (0 : ℝ)..1, shape i x * shape j x

/-- Each shape function is the quadratic polynomial with the tabulated coefficients. -/
theorem shape_eq (i : Fin 3) (x : ℝ) :
    shape i x = coef i 0 + coef i 1 * x + coef i 2 * x ^ 2 := by
  fin_cases i <;> simp [shape, coef] <;> ring

/-- The integral over the unit element of a product of two quadratic polynomials. -/
theorem integral_quad_mul (a b c a' b' c' : ℝ) :
    ∫ x in (0 : ℝ)..1, (a + b * x + c * x ^ 2) * (a' + b' * x + c' * x ^ 2) =
      a * a' + (a * b' + b * a') / 2 + (a * c' + b * b' + c * a') / 3
        + (b * c' + c * b') / 4 + c * c' / 5 := by
  have key : ∀ x ∈ Set.uIcc (0 : ℝ) 1, HasDerivAt
      (fun y : ℝ => a * a' * y + (a * b' + b * a') / 2 * y ^ 2
        + (a * c' + b * b' + c * a') / 3 * y ^ 3
        + (b * c' + c * b') / 4 * y ^ 4 + c * c' / 5 * y ^ 5)
      ((a + b * x + c * x ^ 2) * (a' + b' * x + c' * x ^ 2)) x := by
    intro x _
    exact ((((((hasDerivAt_id' x).const_mul (a * a')).fun_add
      ((hasDerivAt_pow 2 x).const_mul ((a * b' + b * a') / 2))).fun_add
      ((hasDerivAt_pow 3 x).const_mul ((a * c' + b * b' + c * a') / 3))).fun_add
      ((hasDerivAt_pow 4 x).const_mul ((b * c' + c * b') / 4))).fun_add
      ((hasDerivAt_pow 5 x).const_mul (c * c' / 5))).congr_deriv (by ring)
  rw [intervalIntegral.integral_eq_sub_of_hasDerivAt key
    (Continuous.intervalIntegrable (by fun_prop) _ _)]
  ring

/-- The element matrices of the quadratic element, evaluated. -/
theorem element_matrices :
    elemK = !![7/3, -8/3, 1/3; -8/3, 16/3, -8/3; 1/3, -8/3, 7/3] ∧
    elemM = !![4/30, 2/30, -1/30; 2/30, 16/30, 2/30; -1/30, 2/30, 4/30] := by
  have hd (i : Fin 3) (x : ℝ) :
      deriv (shape i) x = coef i 1 + 2 * coef i 2 * x + 0 * x ^ 2 := by
    have h : HasDerivAt (fun y : ℝ => coef i 0 + coef i 1 * y + coef i 2 * y ^ 2)
        (coef i 1 + 2 * coef i 2 * x + 0 * x ^ 2) x :=
      ((((hasDerivAt_id' x).const_mul (coef i 1)).const_add (coef i 0)).fun_add
        ((hasDerivAt_pow 2 x).const_mul (coef i 2))).congr_deriv (by ring)
    rw [funext (shape_eq i)]
    exact h.deriv
  constructor
  · ext i j
    simp only [elemK, Matrix.of_apply, hd, integral_quad_mul]
    fin_cases i <;> fin_cases j <;> norm_num [coef]
  · ext i j
    simp only [elemM, Matrix.of_apply, shape_eq, integral_quad_mul]
    fin_cases i <;> fin_cases j <;> norm_num [coef]

end

end ElementMatrices
```

The compiler's answer:

```
Main.lean:63:2: error: unsolved goals
case left.«0».«0»
hd : ∀ (i : Fin 3) (x : ℝ), deriv (shape i) x = coef i 1 + 2 * coef i 2 * x + 0 * x ^ 2
⊢ 9 + (-(3 * (2 * ![1, -3, 2] 2)) + -(2 * ![1, -3, 2] 2 * 3)) / 2 + 2 * ![1, -3, 2] 2 * (2 * ![1, -3, 2] 2) / 3 = 7 / 3

case left.«0».«1»
hd : ∀ (i : Fin 3) (x : ℝ), deriv (shape i) x = coef i 1 + 2 * coef i 2 * x + 0 * x ^ 2
⊢ -12 + (-(3 * (2 * ![0, 4, -4] 2)) + 2 * ![1, -3, 2] 2 * 4) / 2 + 2 * ![1, -3, 2] 2 * (2 * ![0, 4, -4] 2) / 3 =
    -(8 / 3)

case left.«0».«2»
hd : ∀ (i : Fin 3) (x : ℝ), deriv (shape i) x = coef i 1 + 2 * coef i 2 * x + 0 * x ^ 2
⊢ 3 + (-(3 * (2 * ![0, -1, 2] 2)) + -(2 * ![1, -3, 2] 2)) / 2 + 2 * ![1, -3, 2] 2 * (2 * ![0, -1, 2] 2) / 3 = 1 / 3

case left.«1».«0»
hd : ∀ (i : Fin 3) (x : ℝ), deriv (shape i) x = coef i 1 + 2 * coef i 2 * x + 0 * x ^ 2
⊢ -12 + (4 * (2 * ![1, -3, 2] 2) + -(2 * ![0, 4, -4] 2 * 3)) / 2 + 2 * ![0, 4, -4] 2 * (2 * ![1, -3, 2] 2) / 3 =
    -(8 / 3)

case left.«1».«1»
hd : ∀ (i : Fin 3) (x : ℝ), deriv (shape i) x = coef i 1 + 2 * coef i 2 * x + 0 * x ^ 2
⊢ 16 + (4 * (2 * ![0, 4, -4] 2) + 2 * ![0, 4, -4] 2 * 4) / 2 + 2 * ![0, 4, -4] 2 * (2 * ![0, 4, -4] 2) / 3 = 16 / 3

case left.«1».«2»
hd : ∀ (i : Fin 3) (x : ℝ), deriv (shape i) x = coef i 1 + 2 * coef i 2 * x + 0 * x ^ 2
⊢ -4 + (4 * (2 * ![0, -1, 2] 2) + -(2 * ![0, 4, -4] 2)) / 2 + 2 * ![0, 4, -4] 2 * (2 * ![0, -1, 2] 2) / 3 = -(8 / 3)

case left.«2».«0»
hd : ∀ (i : Fin 3) (x : ℝ), deriv (shape i) x = coef i 1 + 2 * coef i 2 * x + 0 * x ^ 2
⊢ 3 + (-(2 * ![1, -3, 2] 2) + -(2 * ![0, -1, 2] 2 * 3)) / 2 + 2 * ![0, -1, 2] 2 * (2 * ![1, -3, 2] 2) / 3 = 1 / 3

case left.«2».«1»
hd : ∀ (i : Fin 3) (x : ℝ), deriv (shape i) x = coef i 1 + 2 * coef i 2 * x + 0 * x ^ 2
⊢ -4 + (-(2 * ![0, 4, -4] 2) + 2 * ![0, -1, 2] 2 * 4) / 2 + 2 * ![0, -1, 2] 2 * (2 * ![0, 4, -4] 2) / 3 = -(8 / 3)

case left.«2».«2»
hd : ∀ (i : Fin 3) (x : ℝ), deriv (shape i) x = coef i 1 + 2 * coef i 2 * x + 0 * x ^ 2
⊢ 1 + -(2 * ![0, -1, 2] 2) + 2 * ![0, -1, 2] 2 * (2 * ![0, -1, 2] 2) / 3 = 7 / 3
Main.lean:66:2: error: unsolved goals
case right.«0».«0»
hd : ∀ (i : Fin 3) (x : ℝ), deriv (shape i) x = coef i 1 + 2 * coef i 2 * x + 0 * x ^ 2
⊢ -2 + (![1, -3, 2] 2 + 9 + ![1, -3, 2] 2) / 3 + (-(3 * ![1, -3, 2] 2) + -(![1, -3, 2] 2 * 3)) / 4 +
      ![1, -3, 2] 2 * ![1, -3, 2] 2 / 5 =
    2 / 15

case right.«0».«1»
hd : ∀ (i : Fin 3) (x : ℝ), deriv (shape i) x = coef i 1 + 2 * coef i 2 * x + 0 * x ^ 2
⊢ 2 + (![0, 4, -4] 2 + -12) / 3 + (-(3 * ![0, 4, -4] 2) + ![1, -3, 2] 2 * 4) / 4 + ![1, -3, 2] 2 * ![0, 4, -4] 2 / 5 =
    1 / 15

case right.«0».«2»
hd : ∀ (i : Fin 3) (x : ℝ), deriv (shape i) x = coef i 1 + 2 * coef i 2 * x + 0 * x ^ 2
⊢ -(1 / 2) + (![0, -1, 2] 2 + 3) / 3 + (-(3 * ![0, -1, 2] 2) + -![1, -3, 2] 2) / 4 + ![1, -3, 2] 2 * ![0, -1, 2] 2 / 5 =
    -(1 / 30)

case right.«1».«0»
hd : ∀ (i : Fin 3) (x : ℝ), deriv (shape i) x = coef i 1 + 2 * coef i 2 * x + 0 * x ^ 2
⊢ 2 + (-12 + ![0, 4, -4] 2) / 3 + (4 * ![1, -3, 2] 2 + -(![0, 4, -4] 2 * 3)) / 4 + ![0, 4, -4] 2 * ![1, -3, 2] 2 / 5 =
    1 / 15

case right.«1».«1»
hd : ∀ (i : Fin 3) (x : ℝ), deriv (shape i) x = coef i 1 + 2 * coef i 2 * x + 0 * x ^ 2
⊢ 16 / 3 + (4 * ![0, 4, -4] 2 + ![0, 4, -4] 2 * 4) / 4 + ![0, 4, -4] 2 * ![0, 4, -4] 2 / 5 = 8 / 15

case right.«1».«2»
hd : ∀ (i : Fin 3) (x : ℝ), deriv (shape i) x = coef i 1 + 2 * coef i 2 * x + 0 * x ^ 2
⊢ -(4 / 3) + (4 * ![0, -1, 2] 2 + -![0, 4, -4] 2) / 4 + ![0, 4, -4] 2 * ![0, -1, 2] 2 / 5 = 1 / 15

case right.«2».«0»
hd : ∀ (i : Fin 3) (x : ℝ), deriv (shape i) x = coef i 1 + 2 * coef i 2 * x + 0 * x ^ 2
⊢ -(1 / 2) + (3 + ![0, -1, 2] 2) / 3 + (-![1, -3, 2] 2 + -(![0, -1, 2] 2 * 3)) / 4 + ![0, -1, 2] 2 * ![1, -3, 2] 2 / 5 =
    -(1 / 30)

case right.«2».«1»
hd : ∀ (i : Fin 3) (x : ℝ), deriv (shape i) x = coef i 1 + 2 * coef i 2 * x + 0 * x ^ 2
⊢ -(4 / 3) + (-![0, 4, -4] 2 + ![0, -1, 2] 2 * 4) / 4 + ![0, -1, 2] 2 * ![0, 4, -4] 2 / 5 = 1 / 15

case right.«2».«2»
hd : ∀ (i : Fin 3) (x : ℝ), deriv (shape i) x = coef i 1 + 2 * coef i 2 * x + 0 * x ^ 2
⊢ 1 / 3 + (-![0, -1, 2] 2 + -![0, -1, 2] 2) / 4 + ![0, -1, 2] 2 * ![0, -1, 2] 2 / 5 = 2 / 15
```

As a diff, the version that Lean accepts:

```diff
@@ -63,8 +63,8 @@
   · ext i j
     simp only [elemK, Matrix.of_apply, hd, integral_quad_mul]
-    fin_cases i <;> fin_cases j <;> norm_num [coef]
+    fin_cases i <;> fin_cases j <;> simp [coef] <;> norm_num
   · ext i j
     simp only [elemM, Matrix.of_apply, shape_eq, integral_quad_mul]
-    fin_cases i <;> fin_cases j <;> norm_num [coef]
+    fin_cases i <;> fin_cases j <;> simp [coef] <;> norm_num
 
 end
```

Both errors report unsolved goals, nine for each matrix. The integrals are already gone, and what is left is arithmetic containing terms such as `![1, -3, 2] 2`, the last entry of a coefficient row. `norm_num [coef]` unfolded the table and selected the right rows, but it did not evaluate the entries whose column index is the numeral `2`, so it could not finish the sums.

The form of the index matters. The column indices in `coef i 0`, `coef i 1` and `coef i 2` are numerals. Ordinary simp lemmas, which `norm_num` uses, look up the numerals `0` and `1`. The numeral `2` is handled by a simplification procedure (a simproc), which `simp` runs by default and `norm_num` does not. The indices produced by `fin_cases` cause no trouble even at position 2: they arrive as `⟨2, _⟩`, a form that ordinary simp lemmas can reduce. This is why the third row is selected and the right-hand sides are already plain numbers.

The diff makes the same change in both halves of the proof. `simp [coef]` now comes first and replaces every table entry by its number, and `norm_num` then does any remaining rational arithmetic.
